# For a uniform walker in a unit box, uniform Metropolis steps have the largest mean squared displacement at maximal step 8/9

A walker samples the uniform density on the box \([0,1]\) by the Metropolis rule. It stands at \(x\), draws a trial step \(u\) uniformly from \([-s,s]\), and moves to \(x+u\) if that point lies in the box. Otherwise the move is rejected and the walker stays where it is. Short steps are nearly always accepted but lead nowhere far; long steps are mostly rejected. Which \(s\) makes the mean squared displacement per attempted move largest?

Take \(s=1\) first. From any \(x\) in the box, the accepted steps are those with \(-x\le u\le 1-x\), an interval of length 1 out of a range of length 2, so half the moves are accepted. The mean of the squared displacement from this \(x\), with rejected moves counted as zero, is

\[
\frac12\int_{-x}^{1-x}u^2\,du=\frac{(1-x)^3+x^3}{6}.
\]

There is one term for each wall. Averaged over a uniform \(x\), each cube gives \(1/4\), and the result is \(1/12\). For other values of \(s\) the same two terms appear, with the distance to a wall replaced by \(s\) whenever the wall is out of reach, and the prefactor \(1/6\) becomes \(1/(6s)\).

## The displacement as a function of the maximal step

Let \(x\) be uniform on \([0,1]\), let \(u\) be independent of it and uniform on \([-s,s]\) with \(s>0\), and let \(D(s)\) be the mean squared displacement per attempted move. Then

\[
D(s)=\begin{cases}\dfrac{s^2}{3}-\dfrac{s^3}{4}, & 0<s\le 1,\\[2mm] \dfrac{1}{12s}, & s\ge 1,\end{cases}
\]

and \(D\) has its only maximum at \(s=8/9\), where \(D=64/729\) and the acceptance is \(5/9\).

It costs nothing extra to treat all even powers \(u^{2k}\), \(k=0,1,2,\dots\), together. The case \(k=0\) is the acceptance and \(k=1\) is \(D\). For fixed \(x\), the accepted steps within the range \([-s,s]\) fill the interval from \(-\min(s,x)\) to \(\min(s,1-x)\). Since \(2k+1\) is odd,

\[
\int_{-\min(s,x)}^{\min(s,1-x)}u^{2k}\,du=\frac{\min(s,1-x)^{2k+1}+\min(s,x)^{2k+1}}{2k+1}.
\]

Now divide by the range \(2s\) and integrate over \(x\). The substitution \(x\to 1-x\) turns the first term into the second, so the mean \(M_k(s)\) of \(u^{2k}\) over all moves, with rejected ones counted as zero, is

\[
M_k(s)=\frac{1}{s(2k+1)}\int_0^1\min(s,x)^{2k+1}\,dx .
\]

For \(s\le1\) the integral splits at \(x=s\):

\[
\int_0^s x^{2k+1}dx+\int_s^1 s^{2k+1}dx=\frac{s^{2k+2}}{2k+2}+(1-s)s^{2k+1}
=s^{2k+1}-\frac{2k+1}{2k+2}\,s^{2k+2}.
\]

Division by \(s(2k+1)\) gives

\[
M_k(s)=\frac{s^{2k}}{2k+1}-\frac{s^{2k+1}}{2k+2}\qquad(0<s\le1).
\]

For \(s\ge1\) the minimum is always \(x\), the integral is \(1/(2k+2)\), and

\[
M_k(s)=\frac{1}{s(2k+1)(2k+2)}\qquad(s\ge1).
\]

With \(k=0\) the acceptance is \(1-s/2\) for \(s\le1\) and \(1/(2s)\) for \(s\ge1\). With \(k=1\) the two formulas for \(D\) follow.

For \(s\le 1\), the derivative \(2s/3-3s^2/4\) vanishes at the positive value \(s=8/9\), where \(D=64/729\). That this is the maximum on \((0,1]\) is seen from the factorisation

\[
\frac{64}{729}-\left(\frac{s^2}{3}-\frac{s^3}{4}\right)=\left(s-\frac89\right)^2\left(\frac s4+\frac19\right),
\]

whose right side is positive for every \(s>0\) other than \(8/9\). For \(s\ge1\), \(D(s)\le 1/12<64/729\). The acceptance at the maximum is \(1-4/9=5/9\).

The value \(8/9\) depends on how the walker is distributed. If the walker always starts at the centre \(x=1/2\), the mean squared displacement is \(s^2/3\) for \(s\le1/2\) and \(1/(24s)\) beyond. The best step is then \(s=1/2\), with every move accepted. Some condition on the distribution of \(x\) is therefore needed.

In variational Monte Carlo with uniform trial steps, the maximal step is a parameter to be chosen, and the mean squared displacement per move is one quantity by which to choose it; the optimum found here applies to one coordinate with a flat density between hard walls, not to a general \(|\psi|^2\).

## The box, the rejection rule and the averages in Lean

```lean
import Mathlib

open Set

namespace MetropolisBox

noncomputable section
```

The rejection rule comes first. For a position `x`, the set `acceptedSteps x` holds the real numbers `u` for which `x + u` lies in the closed interval `Icc 0 1`. For a flat density this is the whole Metropolis criterion: the density ratio is 1 inside the box and 0 outside.

```lean
/-- The steps `u` that keep a walker at `x` inside the box `[0,1]`; all others are rejected. -/
def acceptedSteps (x : ℝ) : Set ℝ := {u | x + u ∈ Icc (0 : ℝ) 1}
```

The average over moves is a double integral. The inner integral runs over the trial step, and `indicator` replaces `g u` by zero when the step is rejected. Division by `2 * s` normalises the uniform step density; the position density on the unit interval is 1 and needs no factor. The product of the two densities expresses the independence of position and step.

```lean
/-- Mean of `g u` per attempted move, for a walker uniform on `[0,1]` and a step `u` uniform on
`[-s,s]`, where rejected moves contribute zero. The domain is `s > 0`. -/
def acceptedMean (s : ℝ) (g : ℝ → ℝ) : ℝ :=
  ∫ x in (0 : ℝ)..1, (∫ u in (-s)..s, (acceptedSteps x).indicator g u) / (2 * s)
```

Despite its name, `acceptedMean` is not the mean over accepted moves alone: it is taken over all attempted moves. Note also that `s` is the largest possible step, half the width of the step range. A program that specifies the full width would have its optimum at \(16/9\).

The two physical quantities are the cases \(g=1\) and \(g=u^2\). In the second, a zero contribution from a rejected move is exactly its squared displacement.

```lean
/-- The mean acceptance of moves with maximal step `s > 0`. -/
def acceptance (s : ℝ) : ℝ := acceptedMean s (fun _ => 1)

/-- The mean squared displacement per attempted move with maximal step `s > 0`. -/
def meanSqDisplacement (s : ℝ) : ℝ := acceptedMean s (fun u => u ^ 2)
```

These definitions describe a single move from a uniformly distributed position; they contain no Markov chain. Reading the averages as long-run averages along a simulation relies on the ergodicity of the chain, which is not proved here. Nor do they say which `s` gives the smallest statistical error for a particular observable.

## One term for each wall

The first theorem is the integral at fixed position, for any natural number `k`, any `s > 0` and any `x` in the box.

```lean
/-- For a walker at `x` in the box and `s > 0`, the integral of an even power of the step over the
accepted steps is a sum of two terms, one for each wall. -/
theorem accepted_step_integral (k : ℕ) {s x : ℝ} (hs : 0 < s) (hx : x ∈ Icc (0 : ℝ) 1) :
    ∫ u in (-s)..s, (acceptedSteps x).indicator (fun u => u ^ (2 * k)) u =
      ((min s (1 - x)) ^ (2 * k + 1) + (min s x) ^ (2 * k + 1)) / (2 * (k : ℝ) + 1) := by
  -- the accepted steps form an interval
  have hset : acceptedSteps x = Icc (-x) (1 - x) := by
    ext u
    simp only [acceptedSteps, Set.mem_ofPred_eq, mem_Icc]
    constructor <;> rintro ⟨h1, h2⟩ <;> constructor <;> linarith
  have hle : -min s x ≤ min s (1 - x) := by
    have h1 : 0 ≤ min s x := le_min hs.le hx.1
    have h2 : 0 ≤ min s (1 - x) := le_min hs.le (by linarith [hx.2])
    linarith
  rw [hset, intervalIntegral.integral_of_le (by linarith),
    ← MeasureTheory.integral_Icc_eq_integral_Ioc,
    MeasureTheory.setIntegral_indicator measurableSet_Icc, Icc_inter_Icc, max_neg_neg,
    MeasureTheory.integral_Icc_eq_integral_Ioc, ← intervalIntegral.integral_of_le hle,
    integral_pow, Odd.neg_pow ⟨k, rfl⟩]
  push_cast
  ring
```

The step `hset` rewrites the condition on `x + u` as the interval from `-x` to `1 - x`. Intersecting it with the step range gives the lower end `max (-s) (-x)`, which `max_neg_neg` turns into `-min s x`, and the upper end `min s (1 - x)`. The inequality `hle` confirms that these ends are in the right order; this is where the position must lie in the box. Then `integral_pow` evaluates the power integral, and `Odd.neg_pow` extracts the minus sign that makes the two wall terms add.

## Reflection leaves a single integral

The next theorem is the formula for \(M_k(s)\) before the integral over the box is evaluated.

```lean
/-- For `s > 0`, the mean of `u ^ (2 * k)` per attempted move, where rejected moves contribute zero,
is a single integral over the box divided by `s * (2 * k + 1)`. -/
theorem acceptedMean_even (k : ℕ) {s : ℝ} (hs : 0 < s) :
    acceptedMean s (fun u => u ^ (2 * k)) =
      (∫ x in (0 : ℝ)..1, (min s x) ^ (2 * k + 1)) / (s * (2 * (k : ℝ) + 1)) := by
  have hinner : acceptedMean s (fun u => u ^ (2 * k)) =
      ∫ x in (0 : ℝ)..1, ((min s (1 - x)) ^ (2 * k + 1) + (min s x) ^ (2 * k + 1))
        / (2 * (k : ℝ) + 1) / (2 * s) := by
    unfold acceptedMean
    apply intervalIntegral.integral_congr
    intro x hx
    rw [uIcc_of_le zero_le_one] at hx
    simp only [accepted_step_integral k hs hx]
  -- reflection of the box exchanges its walls
  have hflip : ∫ x in (0 : ℝ)..1, (min s (1 - x)) ^ (2 * k + 1) =
      ∫ x in (0 : ℝ)..1, (min s x) ^ (2 * k + 1) := by
    have h := intervalIntegral.integral_comp_sub_left (a := 0) (b := 1)
      (fun x : ℝ => (min s x) ^ (2 * k + 1)) 1
    rw [sub_self, sub_zero] at h
    exact h
  have hc : Continuous fun x : ℝ => (min s x) ^ (2 * k + 1) := by fun_prop
  have hc' : Continuous fun x : ℝ => (min s (1 - x)) ^ (2 * k + 1) := by fun_prop
  rw [hinner, intervalIntegral.integral_div, intervalIntegral.integral_div,
    intervalIntegral.integral_add (hc'.intervalIntegrable 0 1) (hc.intervalIntegrable 0 1),
    hflip, div_div, div_eq_div_iff (by positivity) (by positivity)]
  ring
```

In `hinner` the previous result is inserted under the integral over `x`. The reflection \(x\to1-x\) is `hflip`, obtained from the substitution rule `integral_comp_sub_left`. Continuity of the two minimum functions allows the integral of the sum to be split, after which the two equal terms cancel the factor 2 in `2 * s`.

## Short and long steps

For `s ≤ 1` the box is divided at distance `s` from the wall at zero.

```lean
/-- The mean of `u ^ (2 * k)` per attempted move, where rejected moves contribute zero, for a
maximal step `0 < s ≤ 1`. -/
theorem even_moment_short (k : ℕ) {s : ℝ} (hs : 0 < s) (h1 : s ≤ 1) :
    acceptedMean s (fun u => u ^ (2 * k)) =
      s ^ (2 * k) / (2 * (k : ℝ) + 1) - s ^ (2 * k + 1) / (2 * (k : ℝ) + 2) := by
  have hc : Continuous fun x : ℝ => (min s x) ^ (2 * k + 1) := by fun_prop
  -- split the box at the distance `s` from the wall
  have ha : ∫ x in (0 : ℝ)..s, (min s x) ^ (2 * k + 1) = ∫ x in (0 : ℝ)..s, x ^ (2 * k + 1) := by
    apply intervalIntegral.integral_congr
    intro x hx
    rw [uIcc_of_le hs.le] at hx
    simp only [min_eq_right hx.2]
  have hb : ∫ x in s..1, (min s x) ^ (2 * k + 1) = ∫ _x in s..1, s ^ (2 * k + 1) := by
    apply intervalIntegral.integral_congr
    intro x hx
    rw [uIcc_of_le h1] at hx
    simp only [min_eq_left hx.1]
  have h2 : ((2 * k + 1 : ℕ) : ℝ) + 1 = 2 * (k : ℝ) + 2 := by
    push_cast
    ring
  rw [acceptedMean_even k hs, ← intervalIntegral.integral_add_adjacent_intervals
    (hc.intervalIntegrable 0 s) (hc.intervalIntegrable s 1), ha, hb, integral_pow,
    intervalIntegral.integral_const, smul_eq_mul, h2, zero_pow (by omega)]
  field_simp
  ring
```

On the first part, `ha` replaces the minimum by `x`; on the second, `hb` replaces it by the constant `s`. The two integrals are joined by `integral_add_adjacent_intervals`, and `field_simp` with `ring` carries out the final division. At `s = 1` the second part has length zero and the formula still holds.

For `s ≥ 1` the box need not be split, because the minimum is `x` throughout.

```lean
/-- The mean of `u ^ (2 * k)` per attempted move, where rejected moves contribute zero, for a
maximal step `s ≥ 1`. -/
theorem even_moment_long (k : ℕ) {s : ℝ} (h1 : 1 ≤ s) :
    acceptedMean s (fun u => u ^ (2 * k)) =
      1 / (s * (2 * (k : ℝ) + 1) * (2 * (k : ℝ) + 2)) := by
  have ha : ∫ x in (0 : ℝ)..1, (min s x) ^ (2 * k + 1) = ∫ x in (0 : ℝ)..1, x ^ (2 * k + 1) := by
    apply intervalIntegral.integral_congr
    intro x hx
    rw [uIcc_of_le zero_le_one] at hx
    simp only [min_eq_right (hx.2.trans h1)]
  have h2 : ((2 * k + 1 : ℕ) : ℝ) + 1 = 2 * (k : ℝ) + 2 := by
    push_cast
    ring
  rw [acceptedMean_even k (by linarith), ha, integral_pow, h2, zero_pow (by omega), one_pow,
    sub_zero, div_div, mul_comm (2 * (k : ℝ) + 2)]
```

## Acceptance and mean squared displacement

The acceptance is the case `k = 0`. The theorem gives both formulas as implications, one for each range of `s`; at `s = 1` both apply and agree on the value \(1/2\).

```lean
/-- The mean acceptance is `1 - s/2` for `0 < s ≤ 1` and `1/(2s)` for `s ≥ 1`. -/
theorem acceptance_eq {s : ℝ} (hs : 0 < s) :
    (s ≤ 1 → acceptance s = 1 - s / 2) ∧ (1 ≤ s → acceptance s = 1 / (2 * s)) := by
  have h0 : acceptance s = acceptedMean s (fun u => u ^ (2 * 0)) := by
    simp [acceptance]
  constructor <;> intro h1
  · rw [h0, even_moment_short 0 hs h1]
    push_cast
    ring
  · rw [h0, even_moment_long 0 h1]
    push_cast
    ring
```

The mean squared displacement is the case `k = 1`. Here too both formulas hold at `s = 1`, where they give the \(1/12\) found at the start.

```lean
/-- The mean squared displacement per move is `s²/3 - s³/4` for `0 < s ≤ 1` and `1/(12s)` for
`s ≥ 1`. -/
theorem meanSqDisplacement_eq {s : ℝ} (hs : 0 < s) :
    (s ≤ 1 → meanSqDisplacement s = s ^ 2 / 3 - s ^ 3 / 4) ∧
      (1 ≤ s → meanSqDisplacement s = 1 / (12 * s)) := by
  have h0 : meanSqDisplacement s = acceptedMean s (fun u => u ^ (2 * 1)) := rfl
  constructor <;> intro h1
  · rw [h0, even_moment_short 1 hs h1]
    push_cast
    ring
  · rw [h0, even_moment_long 1 h1]
    push_cast
    ring
```

## The maximum at 8/9

The last theorem has three parts: the value of the mean squared displacement at \(8/9\), the acceptance there, and the strict inequality for every other positive `s`. The strict inequality gives both the maximum and its uniqueness.

```lean
/-- Among all maximal steps `s > 0`, the mean squared displacement per move is largest at
`s = 8/9` and only there; its value is `64/729` and the acceptance is `5/9`. -/
theorem optimal_step :
    meanSqDisplacement (8 / 9) = 64 / 729 ∧ acceptance (8 / 9) = 5 / 9 ∧
      ∀ s : ℝ, 0 < s → s ≠ 8 / 9 → meanSqDisplacement s < meanSqDisplacement (8 / 9) := by
  have hm : meanSqDisplacement (8 / 9) = 64 / 729 := by
    rw [(meanSqDisplacement_eq (by norm_num)).1 (by norm_num)]
    norm_num
  refine ⟨hm, ?_, ?_⟩
  · rw [(acceptance_eq (by norm_num)).1 (by norm_num)]
    norm_num
  · intro s hs hne
    rw [hm]
    rcases le_total s 1 with h1 | h1
    · -- the deficit has a double zero at the optimal step
      rw [(meanSqDisplacement_eq hs).1 h1]
      have hsq : 0 < (s - 8 / 9) ^ 2 := sq_pos_of_ne_zero (sub_ne_zero.mpr hne)
      have hpos : 0 < (s - 8 / 9) ^ 2 * (s / 4 + 1 / 9) := mul_pos hsq (by positivity)
      nlinarith [hpos]
    · rw [(meanSqDisplacement_eq hs).2 h1, div_lt_iff₀ (by positivity)]
      linarith

end

end MetropolisBox
```

The two values follow by substituting \(8/9\) into the short-step formulas. For the inequality, `le_total` separates the two ranges of `s`. In the first, `hpos` states that the factorised deficit \((s-8/9)^2(s/4+1/9)\) is positive, and `nlinarith` expands the product to recover the comparison of \(s^2/3-s^3/4\) with \(64/729\). No derivative is used. In the second, multiplying by the positive number \(12s\) reduces the claim to \(1<(768/729)\,s\), which holds for `s ≥ 1`.

```lean
#print axioms MetropolisBox.optimal_step
```

```
'MetropolisBox.optimal_step' depends on axioms: [propext, Classical.choice, Quot.sound]
```
